# Repeated Foldy–Wouthuysen steps on a two-level Hamiltonian with m > 0: cubic decoupling below the angle where tan f = 2f

Before a loop of Foldy–Wouthuysen rotations is started, one can check whether the initial coupling is small enough for the loop to remove it. For a single real two-level block with diagonal \(m,-m\), \(m>0\), and coupling \(o\), rotated at each step by the angle \(o/(2m)\) taken from the current matrix, a sufficient test is \(|\arctan(o/m)|<s\), where \(s\in(0,\pi/2)\) solves \(\tan s=2s\). This is a model of decoupling in relativistic electronic structure, without an external potential or larger matrix blocks.

```lean
import Mathlib

open Filter Topology Real

namespace IteratedFoldyWouthuysen

noncomputable section
```

Below, a `def` introduces an object. A `theorem` lists its hypotheses, then a colon and the claim; the proof follows `:=`.

```lean
/-- The two-level Hamiltonian with diagonal entries `m`, `-m` and odd coupling `o`. -/
def ham (m o : ℝ) : Matrix (Fin 2) (Fin 2) ℝ := !![m, o; o, -m]
```

This is \(H(m,o)=\begin{pmatrix}m&o\\o&-m\end{pmatrix}\). For a free Dirac particle of fixed momentum and helicity, \(m\) is the rest energy and \(o\) the kinetic coupling of upper and lower components.

```lean
/-- The real antisymmetric generator of rotations between the upper and lower component. -/
def gen : Matrix (Fin 2) (Fin 2) ℝ := !![0, 1; -1, 0]
```

The generator \(J\) satisfies \(J^2=-1\).

```lean
/-- One Foldy-Wouthuysen step: conjugation by the exponential of `o/(2m)` times the generator,
with `m` and `o` read off the current matrix; meant for `m ≠ 0`. -/
def fwStep (M : Matrix (Fin 2) (Fin 2) ℝ) : Matrix (Fin 2) (Fin 2) ℝ :=
  NormedSpace.exp ((M 0 1 / (2 * M 0 0)) • gen) * M *
    NormedSpace.exp (-((M 0 1 / (2 * M 0 0)) • gen))
```

Lean counts matrix indices from 0, so `M 0 0` is the current \(m\) and `M 0 1` the current \(o\). The step is \(M\mapsto e^{tJ}Me^{-tJ}\) with \(t=o/(2m)\), using the full matrix exponential. The angle \(o/(2m)\) is the small-coupling approximation to \(\tfrac12\arctan(o/m)\), which would remove the coupling of this single block in one step.

```lean
/-- The mixing angle `arctan (o/m)`, for `m ≠ 0`. -/
def mixAngle (m o : ℝ) : ℝ := arctan (o / m)
```

The mixing angle is \(f=\arctan(o/m)\), between \(-\pi/2\) and \(\pi/2\).

```lean
/-- The energy `√(m² + o²)`. -/
def energy (m o : ℝ) : ℝ := √(m ^ 2 + o ^ 2)
```

The positive eigenvalue of \(H\) is \(R=\sqrt{m^2+o^2}\).

```lean
/-- The map `f ↦ f - tan f` on mixing angles, for `cos f ≠ 0`. -/
def angleStep (f : ℝ) : ℝ := f - tan f
```

This is the map that the mixing angle will turn out to follow, as long as the result stays between \(-\pi/2\) and \(\pi/2\).

```lean
/-- The ratio `tan x / x` increases strictly between `0` and `π/2`. -/
theorem tan_div_strictMono : StrictMonoOn (fun x : ℝ => tan x / x) (Set.Ioo 0 (π / 2)) := by
  have hcos : ∀ x ∈ Set.Ioo 0 (π / 2), 0 < cos x := fun x hx =>
    Real.cos_pos_of_mem_Ioo ⟨by linarith [hx.1, Real.pi_pos], hx.2⟩
  have hd : ∀ x ∈ Set.Ioo 0 (π / 2), HasDerivAt (fun x : ℝ => tan x / x)
      ((1 / cos x ^ 2 * x - tan x * 1) / x ^ 2) x := fun x hx =>
    (Real.hasDerivAt_tan (hcos x hx).ne').fun_div (hasDerivAt_id' x) hx.1.ne'
  refine strictMonoOn_of_deriv_pos (convex_Ioo _ _)
    (fun x hx => (hd x hx).continuousAt.continuousWithinAt) fun x hx => ?_
  rw [interior_Ioo] at hx
  have hc := hcos x hx
  have hsin : 0 < sin x := Real.sin_pos_of_pos_of_lt_pi hx.1 (by linarith [hx.2, Real.pi_pos])
  have h : sin x * cos x < x :=
    (mul_le_of_le_one_right hsin.le (Real.cos_le_one x)).trans_lt (Real.sin_lt hx.1)
  have e : 1 / cos x ^ 2 * x - tan x * 1 = (x - sin x * cos x) / cos x ^ 2 := by
    rw [Real.tan_eq_sin_div_cos]
    field_simp
  rw [(hd x hx).deriv, e]
  exact div_pos (div_pos (sub_pos.2 h) (pow_pos hc 2)) (pow_pos hx.1 2)
```

On \((0,\pi/2)\),
\[
\left(\frac{\tan x}{x}\right)'=\frac{x-\sin x\cos x}{x^2\cos^2x}>0,
\]
because \(\sin x\cos x\le\sin x<x\). The proof computes this derivative and checks its sign.

```lean
/-- Exactly one critical angle `s` between `0` and `π/2` solves `tan s = 2 s`. -/
theorem existsUnique_critical : ∃! s : ℝ, s ∈ Set.Ioo 0 (π / 2) ∧ tan s = 2 * s := by
  have hpi := Real.pi_gt_three
  have hcont : ContinuousOn (fun x : ℝ => sin x - 2 * x * cos x) (Set.Icc (π / 4) (π / 2)) :=
    Continuous.continuousOn (by fun_prop)
  have hmem : (0 : ℝ) ∈ Set.Ioo (sin (π / 4) - 2 * (π / 4) * cos (π / 4))
      (sin (π / 2) - 2 * (π / 2) * cos (π / 2)) := by
    rw [Real.sin_pi_div_four, Real.cos_pi_div_four, Real.sin_pi_div_two, Real.cos_pi_div_two]
    have h2 : 0 < √(2 : ℝ) := Real.sqrt_pos.2 (by norm_num)
    constructor
    · nlinarith [mul_pos h2 (sub_pos.2 hpi)]
    · norm_num
  obtain ⟨s, hs, h0⟩ := intermediate_value_Ioo (by linarith) hcont hmem
  have h0' : sin s - 2 * s * cos s = 0 := h0
  have hs' : s ∈ Set.Ioo 0 (π / 2) := ⟨by linarith [hs.1], hs.2⟩
  have hc : 0 < cos s := Real.cos_pos_of_mem_Ioo ⟨by linarith [hs'.1], hs.2⟩
  have hts : tan s = 2 * s := by
    rw [Real.tan_eq_sin_div_cos, div_eq_iff hc.ne']
    linarith
  refine ⟨s, ⟨hs', hts⟩, fun t ht => tan_div_strictMono.injOn ht.1 hs' ?_⟩

  rw [ht.2, hts, mul_div_cancel_right₀ _ ht.1.1.ne', mul_div_cancel_right₀ _ hs'.1.ne']
```

`∃!` means "there is exactly one". The function \(\sin x-2x\cos x\) is negative at \(\pi/4\) and equals 1 at \(\pi/2\), so it has a zero between them. Monotonicity of \(\tan x/x\) makes the solution unique. Later theorems take `s` with its two properties as hypotheses `hs` and `hts`.

```lean
/-- Conjugation by the exponential of `t` times the generator rotates the pair `(m, o)` by the angle
`-2t`. -/
theorem conj_exp (t m o : ℝ) :
    NormedSpace.exp (t • gen) * ham m o * NormedSpace.exp (-(t • gen)) =
      ham (m * cos (2 * t) + o * sin (2 * t)) (o * cos (2 * t) - m * sin (2 * t)) := by
  have hJ : gen * gen = -1 := by
    ext i j
    fin_cases i <;> fin_cases j <;> simp [gen, Matrix.mul_apply, Fin.sum_univ_succ]
  -- the generator plays the role of the imaginary unit
  let φ : ℂ →ₐ[ℝ] Matrix (Fin 2) (Fin 2) ℝ := Complex.liftAux gen hJ
  have hφ : Continuous φ := φ.toLinearMap.continuous_of_finiteDimensional
  have hexp : ∀ u : ℝ, NormedSpace.exp (u • gen) = !![cos u, sin u; -sin u, cos u] := by
    intro u
    have h1 : φ (u * Complex.I) = u • gen := by simp [φ, Complex.liftAux_apply]
    have h2 : φ (NormedSpace.exp (u * Complex.I)) = NormedSpace.exp (φ (u * Complex.I)) := by
      let : NormedRing (Matrix (Fin 2) (Fin 2) ℝ) := Matrix.linftyOpNormedRing
      let : NormedAlgebra ℝ (Matrix (Fin 2) (Fin 2) ℝ) := Matrix.linftyOpNormedAlgebra
      exact NormedSpace.map_exp φ hφ _
    rw [← h1, ← h2, ← Complex.exp_eq_exp_ℂ]
    ext i j
    fin_cases i <;> fin_cases j <;>
      simp [φ, Complex.liftAux_apply, gen, Matrix.algebraMap_matrix_apply,
        Complex.exp_ofReal_mul_I_re, Complex.exp_ofReal_mul_I_im]
  rw [← neg_smul, hexp, hexp, Real.cos_neg, Real.sin_neg, Real.cos_two_mul', Real.sin_two_mul]
  ext i j
  fin_cases i <;> fin_cases j <;> simp [ham, Matrix.mul_apply, Fin.sum_univ_succ] <;> ring
```

Since \(J^2=-1\), the map \(a+ib\mapsto a+bJ\) preserves products and carries \(e^{iu}\) to \(e^{uJ}=\cos u+J\sin u\). Multiplying the three matrices gives
\[
m'=m\cos2t+o\sin2t,\qquad o'=o\cos2t-m\sin2t.
\]
`fin_cases` checks the entries one by one.

```lean
/-- For `m > 0`, the energy and the mixing angle are polar coordinates of `(m, o)`. -/
theorem polar {m : ℝ} (hm : 0 < m) (o : ℝ) :
    energy m o * cos (mixAngle m o) = m ∧ energy m o * sin (mixAngle m o) = o := by
  have he : energy m o = m * √(1 + (o / m) ^ 2) := by
    rw [energy, show m ^ 2 + o ^ 2 = m ^ 2 * (1 + (o / m) ^ 2) by field_simp,
      Real.sqrt_mul (sq_nonneg m), Real.sqrt_sq hm.le]
  have hp : √(1 + (o / m) ^ 2) ≠ 0 := (Real.sqrt_pos.2 (by positivity)).ne'
  rw [he, mixAngle, Real.cos_arctan, Real.sin_arctan]
  generalize √(1 + (o / m) ^ 2) = r at hp ⊢
  constructor <;> field_simp
```

For \(m>0\), \(m=R\cos f\) and \(o=R\sin f\).

```lean
/-- For `m > 0`, one Foldy-Wouthuysen step keeps the energy and takes the polar angle of the pair
`(m, o)` from the mixing angle `f` to `f - tan f`. -/
theorem fwStep_ham {m : ℝ} (hm : 0 < m) (o : ℝ) :
    fwStep (ham m o) = ham (energy m o * cos (angleStep (mixAngle m o)))
      (energy m o * sin (angleStep (mixAngle m o))) := by
  obtain ⟨hc, hsn⟩ := polar hm o
  have ht : tan (mixAngle m o) = 2 * (o / (2 * m)) := by
    rw [mixAngle, Real.tan_arctan]
    field_simp
  have h : fwStep (ham m o) = _ := conj_exp (o / (2 * m)) m o
  rw [h, ← ht, angleStep, Real.cos_sub, Real.sin_sub]
  congr 1
  · linear_combination (-cos (tan (mixAngle m o))) * hc - sin (tan (mixAngle m o)) * hsn
  · linear_combination (-cos (tan (mixAngle m o))) * hsn + sin (tan (mixAngle m o)) * hc
```

Here \(2t=o/m=\tan f\). Inserting the polar form and using the subtraction formulas gives
\[
m'=R\cos(f-\tan f),\qquad o'=R\sin(f-\tan f).
\]
`linear_combination` does this algebra.

```lean
/-- Below the critical angle, iterating `f ↦ f - tan f` never increases the size of the angle
beyond its initial value, and drives it to zero. -/
theorem angle_converges {s f : ℝ} (hs : s ∈ Set.Ioo 0 (π / 2)) (hts : tan s = 2 * s)
    (hf : |f| < s) :
    (∀ k, |angleStep^[k] f| ≤ |f|) ∧ Tendsto (fun k => angleStep^[k] f) atTop (𝓝 0) := by
  obtain ⟨a, hfa, has⟩ := exists_between hf
  have ha : 0 < a := (abs_nonneg f).trans_lt hfa
  have ha' : a < π / 2 := has.trans hs.2
  have hlt : tan a / a < tan s / s := tan_div_strictMono ⟨ha, ha'⟩ hs has
  rw [hts, mul_div_cancel_right₀ _ hs.1.ne'] at hlt
  have hgt : 1 < tan a / a := (one_lt_div ha).2 (Real.lt_tan ha ha')
  obtain ⟨q, hq⟩ : ∃ q, q = tan a / a - 1 := ⟨_, rfl⟩
  have hq0 : 0 ≤ q := by linarith
  have hq1 : q < 1 := by linarith
  -- uniform contraction on `[-a, a]`, first for positive angles
  have pos : ∀ y, 0 < y → y ≤ a → |y - tan y| ≤ q * y := by
    intro y hy hya
    have h1 := Real.lt_tan hy (hya.trans_lt ha')
    have h2 : tan y / y ≤ tan a / a :=
      tan_div_strictMono.monotoneOn ⟨hy, hya.trans_lt ha'⟩ ⟨ha, ha'⟩ hya
    rw [show tan a / a = q + 1 by linarith, div_le_iff₀ hy] at h2
    rw [abs_of_neg (by linarith)]
    linarith
  have contract : ∀ x, |x| ≤ a → |angleStep x| ≤ q * |x| := by
    intro x hx
    rcases lt_trichotomy x 0 with h | h | h
    · rw [abs_of_neg h] at hx ⊢
      have := pos (-x) (by linarith) hx
      rwa [Real.tan_neg, show -x - -tan x = -(x - tan x) by ring, abs_neg] at this
    · simp [h, angleStep]
    · rw [abs_of_pos h] at hx ⊢
      exact pos x h hx
  have hle : ∀ k : ℕ, q ^ k * |f| ≤ |f| := fun k =>
    mul_le_of_le_one_left (abs_nonneg f) (pow_le_one₀ hq0 hq1.le)
  have hgeo : ∀ k, |angleStep^[k] f| ≤ q ^ k * |f| := by
    intro k
    induction k with
    | zero => simp
    | succ k ih =>
      rw [Function.iterate_succ_apply']
      calc _ ≤ q * |angleStep^[k] f| := contract _ (ih.trans ((hle k).trans hfa.le))
        _ ≤ q * (q ^ k * |f|) := mul_le_mul_of_nonneg_left ih hq0
        _ = _ := by ring
  refine ⟨fun k => (hgeo k).trans (hle k), squeeze_zero_norm hgeo ?_⟩
  simpa using (tendsto_pow_atTop_nhds_zero_of_lt_one hq0 hq1).mul_const |f|
```

`angleStep^[k] f` is the angle \(f_k\) after \(k\) steps, with \(f_0=f\). Choose \(a\) with \(|f|<a<s\) and set \(q=\tan a/a-1\). As \(1<\tan a/a<2\), we have \(0<q<1\). For \(0<y\le a\),
\[
|y-\tan y|=y\left(\frac{\tan y}{y}-1\right)\le qy,
\]
and oddness covers negative angles. Induction gives \(|f_k|\le q^k|f|\to0\).

```lean
/-- For `m > 0` and a mixing angle below the critical one, the matrix after `k` steps has the
initial energy and the `k`-fold iterated angle. -/
theorem fwStep_iterate {s m o : ℝ} (hs : s ∈ Set.Ioo 0 (π / 2)) (hts : tan s = 2 * s)
    (hm : 0 < m) (hf : |mixAngle m o| < s) (k : ℕ) :
    fwStep^[k] (ham m o) = ham (energy m o * cos (angleStep^[k] (mixAngle m o)))
      (energy m o * sin (angleStep^[k] (mixAngle m o))) := by
  have hR : 0 < energy m o := Real.sqrt_pos.2 (by positivity)
  induction k with
  | zero =>
    change ham m o = ham (energy m o * cos (mixAngle m o)) (energy m o * sin (mixAngle m o))
    rw [(polar hm o).1, (polar hm o).2]
  | succ k ih =>
    rw [Function.iterate_succ_apply', ih, Function.iterate_succ_apply']
    have hx := abs_lt.1 (((angle_converges hs hts hf).1 k).trans_lt (hf.trans hs.2))
    generalize angleStep^[k] (mixAngle m o) = x at hx ⊢
    generalize energy m o = R at hR ⊢
    have e1 : energy (R * cos x) (R * sin x) = R := by
      rw [energy, show (R * cos x) ^ 2 + (R * sin x) ^ 2 = R ^ 2 by
        linear_combination R ^ 2 * Real.sin_sq_add_cos_sq x, Real.sqrt_sq hR.le]
    have e2 : mixAngle (R * cos x) (R * sin x) = x := by
      rw [mixAngle, mul_div_mul_left _ _ hR.ne', ← Real.tan_eq_sin_div_cos,
        Real.arctan_tan hx.1 hx.2]
    rw [fwStep_ham (mul_pos hR (Real.cos_pos_of_mem_Ioo hx)), e1, e2]
```

The bound \(|f_k|\le|f|<\pi/2\) keeps \(m_k=R\cos f_k\) positive, so the one-step formula applies again. By induction, the matrix after \(k\) steps is \(H(R\cos f_k,R\sin f_k)\).

```lean
/-- For `m > 0` and a mixing angle below the critical one, the repeated Foldy-Wouthuysen steps
converge to the diagonal matrix with entries `√(m² + o²)` and `-√(m² + o²)`. -/
theorem fw_converges {s m o : ℝ} (hs : s ∈ Set.Ioo 0 (π / 2)) (hts : tan s = 2 * s)
    (hm : 0 < m) (hf : |mixAngle m o| < s) :
    Tendsto (fun k => fwStep^[k] (ham m o)) atTop (𝓝 (ham (energy m o) 0)) := by
  have hc : Continuous fun x : ℝ => ham (energy m o * cos x) (energy m o * sin x) := by
    refine continuous_matrix fun i j => ?_
    fin_cases i <;> fin_cases j <;> simp [ham] <;> fun_prop
  have h := (hc.tendsto 0).comp (angle_converges hs hts hf).2
  simp only [Real.cos_zero, Real.sin_zero, mul_one, mul_zero] at h
  exact h.congr fun k => (fwStep_iterate hs hts hm hf k).symm
```

`Tendsto … atTop (𝓝 …)` is the limit \(k\to\infty\). Continuity of sine and cosine turns \(f_k\to0\) into convergence to \(\mathrm{diag}(R,-R)\).

Requiring only \(m\ne0\) would not be enough: for \(m=-1\), \(o=0\) the angle is zero, but every step leaves \(\mathrm{diag}(-1,1)\) unchanged, while the claimed limit is \(\mathrm{diag}(1,-1)\).

```lean
/-- The order is exactly cubic: for `m > 0`, `o ≠ 0` and a mixing angle below the critical one,
the coupling never vanishes, and each new coupling divided by the cube of the previous one
tends to `-1/(3(m² + o²))`. -/
theorem fw_cubic {s m o : ℝ} (hs : s ∈ Set.Ioo 0 (π / 2)) (hts : tan s = 2 * s)
    (hm : 0 < m) (ho : o ≠ 0) (hf : |mixAngle m o| < s) :
    (∀ k, (fwStep^[k] (ham m o)) 0 1 ≠ 0) ∧
    Tendsto (fun k => (fwStep^[k + 1] (ham m o)) 0 1 / ((fwStep^[k] (ham m o)) 0 1) ^ 3)
      atTop (𝓝 (-1 / (3 * (m ^ 2 + o ^ 2)))) := by
  have hR : 0 < energy m o := Real.sqrt_pos.2 (by positivity)
  have hR2 : energy m o ^ 2 = m ^ 2 + o ^ 2 := Real.sq_sqrt (by positivity)
  obtain ⟨hb, hlim⟩ := angle_converges hs hts hf
  have hx : ∀ k, -(π / 2) < angleStep^[k] (mixAngle m o) ∧
      angleStep^[k] (mixAngle m o) < π / 2 := fun k =>
    abs_lt.1 ((hb k).trans_lt (hf.trans hs.2))
  have hentry : ∀ k, (fwStep^[k] (ham m o)) 0 1 =
      energy m o * sin (angleStep^[k] (mixAngle m o)) := fun k => by
    rw [fwStep_iterate hs hts hm hf k]
    rfl
  -- the angle never hits zero, since `tan x ≠ x` for `0 < |x| < π/2`
  have hne : ∀ k, angleStep^[k] (mixAngle m o) ≠ 0 := by
    intro k
    induction k with
    | zero =>
      intro h
      have h' : mixAngle m o = 0 := h
      have := (polar hm o).2
      rw [h', Real.sin_zero, mul_zero] at this
      exact ho this.symm
    | succ k ih =>
      rw [Function.iterate_succ_apply', angleStep]
      rcases lt_or_gt_of_ne ih with h | h
      · have := Real.lt_tan (neg_pos.2 h) (by linarith [(hx k).1])
        rw [Real.tan_neg] at this
        exact ne_of_gt (by linarith)
      · exact ne_of_lt (by linarith [Real.lt_tan h (hx k).2])
  have hcos : ∀ k, cos (angleStep^[k] (mixAngle m o)) ≠ 0 := fun k =>
    (Real.cos_pos_of_mem_Ioo (hx k)).ne'
  have hsin : ∀ k, sin (angleStep^[k] (mixAngle m o)) ≠ 0 := fun k h =>
    hne k ((Real.sin_eq_zero_iff_of_lt_of_lt (by linarith [(hx k).1, Real.pi_pos])
      (by linarith [(hx k).2, Real.pi_pos])).1 h)
  refine ⟨fun k => by rw [hentry]; exact mul_ne_zero hR.ne' (hsin k), ?_⟩
  -- the cubic constant, by L'Hôpital's rule
  have hL : Tendsto (fun y : ℝ => (y * cos y - sin y) / y ^ 3) (𝓝[≠] 0) (𝓝 (-1 / 3)) := by
    refine HasDerivAt.lhopital_zero_nhdsNE (f' := fun y => -(y * sin y))
      (g' := fun y => 3 * y ^ 2) (Eventually.of_forall fun y => ?_)
      (Eventually.of_forall fun y => ?_) ?_ ?_ ?_ ?_
    · exact (((hasDerivAt_id' y).fun_mul (Real.hasDerivAt_cos y)).fun_sub
        (Real.hasDerivAt_sin y)).congr_deriv (by ring)
    · simpa using hasDerivAt_pow 3 y
    · filter_upwards [self_mem_nhdsWithin] with y hy
      have hy' : y ≠ 0 := hy
      positivity
    · exact (Continuous.tendsto' (by fun_prop) 0 0 (by simp)).mono_left nhdsWithin_le_nhds
    · exact (Continuous.tendsto' (by fun_prop) 0 0 (by simp)).mono_left nhdsWithin_le_nhds
    · have h : Tendsto (fun t : ℝ => t⁻¹ * sin t) (𝓝[≠] 0) (𝓝 1) := by
        simpa using hasDerivAt_iff_tendsto_slope_zero.1 (Real.hasDerivAt_sin 0)
      have h2 := h.const_mul (-1 / 3 : ℝ)
      rw [mul_one] at h2
      refine h2.congr' ?_
      filter_upwards [self_mem_nhdsWithin] with y hy
      have hy' : y ≠ 0 := hy
      field_simp
  have htan : Tendsto (fun k => tan (angleStep^[k] (mixAngle m o))) atTop (𝓝[≠] 0) := by
    refine tendsto_nhdsWithin_iff.2 ⟨?_, Eventually.of_forall fun k => ?_⟩
    · have h := (Real.hasDerivAt_tan (x := 0) (by simp)).continuousAt.tendsto.comp hlim
      rwa [Real.tan_zero] at h
    · change tan _ ≠ 0
      rw [Real.tan_eq_sin_div_cos]
      exact div_ne_zero (hsin k) (hcos k)
  have hden : Tendsto (fun k => energy m o ^ 2 * cos (angleStep^[k] (mixAngle m o)) ^ 2)
      atTop (𝓝 (m ^ 2 + o ^ 2)) := by
    have h := (((Real.continuous_cos.tendsto 0).comp hlim).pow 2).const_mul (energy m o ^ 2)
    rw [Real.cos_zero, one_pow, mul_one, hR2] at h
    rw [hR2]
    exact h
  have hfin := (hL.comp htan).div hden (by positivity)
  rw [div_div] at hfin
  refine hfin.congr fun k => ?_
  rw [hentry, hentry, Function.iterate_succ_apply', angleStep, Real.sin_sub]
  have hc := hcos k
  have hn := hsin k
  have ht := Real.tan_mul_cos hc
  have hy : tan (angleStep^[k] (mixAngle m o)) ≠ 0 := fun h => hn (by rw [← ht, h, zero_mul])
  simp only [Pi.div_apply, Function.comp_apply]
  rw [← ht]
  generalize tan (angleStep^[k] (mixAngle m o)) = y at hy ⊢
  generalize cos (angleStep^[k] (mixAngle m o)) = c at hc ⊢
  have hR' := hR.ne'
  field_simp
```

Let \(o\ne0\). Since \(\tan x\ne x\) for \(0<|x|<\pi/2\), no \(f_k\) vanishes, and neither does any coupling \(o_k=R\sin f_k\). With \(y=\tan f_k=o_k/m_k\),
\[
\frac{o_{k+1}}{o_k^3}=\frac{m_k(y\cos y-\sin y)}{m_k^3y^3}
=\frac1{m_k^2}\,\frac{y\cos y-\sin y}{y^3}.
\]
By L'Hôpital's rule the last fraction has the limit of \(-y\sin y/(3y^2)\), which is \(-1/3\). As \(m_k\to R\), the ratio tends to \(-1/(3R^2)\): the order is exactly cubic.

```lean
/-- If `m > 0` and the mixing angle `f` satisfies `tan f = 2 f`, every step reverses the sign of
the coupling and leaves `m` unchanged. -/
theorem fw_oscillates {m o : ℝ} (hm : 0 < m) (h : tan (mixAngle m o) = 2 * mixAngle m o)
    (k : ℕ) : fwStep^[k] (ham m o) = ham m ((-1) ^ k * o) := by
  have key : ∀ u, tan (mixAngle m u) = 2 * mixAngle m u → fwStep (ham m u) = ham m (-u) := by
    intro u hu
    rw [fwStep_ham hm, angleStep, hu,
      show mixAngle m u - 2 * mixAngle m u = -mixAngle m u by ring,
      Real.cos_neg, Real.sin_neg, mul_neg, (polar hm u).1, (polar hm u).2]
  have hneg : mixAngle m (-o) = -mixAngle m o := by
    rw [mixAngle, mixAngle, neg_div, Real.arctan_neg]
  induction k with
  | zero => simp
  | succ k ih =>
    have hk : tan (mixAngle m ((-1) ^ k * o)) = 2 * mixAngle m ((-1) ^ k * o) := by
      rcases neg_one_pow_eq_or ℝ k with e | e
      · rw [e, one_mul, h]
      · rw [e, neg_one_mul, hneg, Real.tan_neg, h, mul_neg]
    rw [Function.iterate_succ_apply', ih, key _ hk]
    congr 1
    ring

end

end IteratedFoldyWouthuysen
```

If \(\tan f=2f\), then \(f-\tan f=-f\): \(m\) stays and \(o\) changes sign. Induction gives \(H(m,(-1)^ko)\). The hypothesis admits \(f=\pm s\), where the coupling oscillates forever, and the trivial case \(f=0\). Convergence therefore fails if \(|f|<s\) is relaxed to \(|f|\le s\). The theorems do not say whether the loop converges for \(|f|>s\).

```lean
#print axioms IteratedFoldyWouthuysen.existsUnique_critical
-- 'IteratedFoldyWouthuysen.existsUnique_critical' depends on axioms: [propext, Classical.choice, Quot.sound]
#print axioms IteratedFoldyWouthuysen.fw_converges
-- 'IteratedFoldyWouthuysen.fw_converges' depends on axioms: [propext, Classical.choice, Quot.sound]
#print axioms IteratedFoldyWouthuysen.fw_cubic
-- 'IteratedFoldyWouthuysen.fw_cubic' depends on axioms: [propext, Classical.choice, Quot.sound]
#print axioms IteratedFoldyWouthuysen.fw_oscillates
-- 'IteratedFoldyWouthuysen.fw_oscillates' depends on axioms: [propext, Classical.choice, Quot.sound]
```
